# For invariant force constants and covariance, the tadpole vanishes orthogonal to all symmetry-fixed displacements

Let a group G act by linear isometries on a finite-dimensional real Euclidean space E of displacements. If the cubic force constants Φ and the displacement covariance C are invariant under G, then the tadpole

T(v) = ∑ᵢ Φ(v, bᵢ, C bᵢ),

with (bᵢ) an orthonormal basis, vanishes on every v orthogonal to all G-fixed vectors. If zero is the only fixed vector, T is identically zero. Conversely, if T vanishes for every invariant, permutation-symmetric Φ and every invariant, symmetric, positive definite C, then no nonzero vector is fixed.

For a cubic energy Φ(x, x, x)/6 with symmetric Φ, and fluctuations x of zero mean and covariance C, the mean force along v is −T(v)/2. In a finite lattice model with invariant cubic force constants and a prescribed invariant covariance, the rule therefore identifies displacements along which the cubic term exerts no mean force.

## From basis independence to a fixed vector

Let (b′ⱼ) be a second orthonormal basis. Insert bᵢ = ∑ⱼ ⟨b′ⱼ, bᵢ⟩ b′ⱼ into the middle argument, then sum over i in the last one:

T(v) = ∑ᵢ ∑ⱼ ⟨b′ⱼ, bᵢ⟩ Φ(v, b′ⱼ, C bᵢ)
  = ∑ⱼ Φ(v, b′ⱼ, C ∑ᵢ ⟨bᵢ, b′ⱼ⟩ bᵢ)
  = ∑ⱼ Φ(v, b′ⱼ, C b′ⱼ).

So T does not depend on the basis. For g in G the vectors g bᵢ also form an orthonormal basis, and C commutes with g. Hence

T(gv) = ∑ᵢ Φ(gv, g bᵢ, C g bᵢ) = ∑ᵢ Φ(gv, g bᵢ, g C bᵢ) = T(v).

If gv = −v, this gives T(v) = −T(v), so T(v) = 0.

Now represent T by the vector t = ∑ⱼ T(bⱼ) bⱼ. By linearity,

⟨t, v⟩ = ∑ⱼ T(bⱼ) ⟨bⱼ, v⟩ = T(v).

For every w,

⟨gt, gw⟩ = ⟨t, w⟩ = T(w) = T(gw) = ⟨t, gw⟩.

Every vector has the form gw, so gt = t. A displacement v orthogonal to all fixed vectors is orthogonal to t, and T(v) = 0.

For the converse, let u be fixed. Then ⟨u, gx⟩ = ⟨gu, gx⟩ = ⟨u, x⟩, so the symmetric form ⟨u, x⟩⟨u, y⟩⟨u, z⟩ is invariant. With C = 1,

T(v) = ⟨u, v⟩ ∑ᵢ ⟨u, bᵢ⟩² = ⟨u, u⟩⟨u, v⟩.

If this vanishes at v = u, then ⟨u, u⟩² = 0 and u = 0.

## One dimension, and a threefold site

On E = ℝ, write Φ(x, y, z) = φxyz and let C be multiplication by c. Then T(v) = φcv. Under the trivial group every v is fixed and T can be nonzero; if G contains x ↦ −x, invariance forces φ = −φ, hence φ = 0.

In the plane, a nonzero Φ can be invariant under the rotations by multiples of 120° while T vanishes. Take E = ℂ, Φ(x, y, z) = Re(xyz) and the basis 1, i. With C = 1,

T(v) = Re(v·1·1) + Re(v·i·i) = Re v − Re v = 0.

If C instead doubles the real axis and leaves the imaginary axis alone, T(v) = 2 Re v − Re v = Re v. This C is symmetric and positive definite but does not commute with threefold rotations.

## The lattice model in Lean

```lean
import Mathlib

open scoped InnerProductSpace

namespace TadpoleSelection

noncomputable section

variable {E : Type*} [NormedAddCommGroup E] [InnerProductSpace ℝ E]
variable {ι κ : Type*} [Fintype ι] [Fintype κ] {G : Type*} [Group G]
```

The space `E` carries a real inner product, and `G` is any group; finiteness is not assumed.

```lean
/-- Cubic force constants: a real trilinear form in three displacements. -/
abbrev Cubic (E : Type*) [NormedAddCommGroup E] [InnerProductSpace ℝ E] :=
  E →ₗ[ℝ] E →ₗ[ℝ] E →ₗ[ℝ] ℝ
```

A `Cubic E` is linear in each displacement separately. Permutation symmetry is not built in.

```lean
/-- The cubic force constants are unchanged when all three displacements are moved by
the same symmetry operation. -/
def InvariantCubic (ρ : G →* (E ≃ₗᵢ[ℝ] E)) (Φ : Cubic E) : Prop :=
  ∀ g u v w, Φ (ρ g u) (ρ g v) (ρ g w) = Φ u v w
```

The homomorphism `ρ` assigns to each group element a linear isometry of `E`.

```lean
/-- The displacement covariance commutes with every symmetry operation. -/
def InvariantCov (ρ : G →* (E ≃ₗᵢ[ℝ] E)) (C : E →ₗ[ℝ] E) : Prop :=
  ∀ g v, C (ρ g v) = ρ g (C v)
```

For isometries, commuting with C is the same as leaving the covariance invariant. Neither symmetry nor positivity of `C` is included here, and `C` is given, not derived from a Hamiltonian and a temperature.

```lean
/-- The tadpole: two legs of the cubic vertex are closed with the covariance `C`, and the
third leg is the displacement `v`. -/
def tadpole (b : OrthonormalBasis ι ℝ E) (Φ : Cubic E) (C : E →ₗ[ℝ] E) : E →ₗ[ℝ] ℝ where
  toFun v := ∑ i, Φ v (b i) (C (b i))
  map_add' v w := by simp [Finset.sum_add_distrib]
  map_smul' r v := by simp [Finset.mul_sum]
```

The finite index type of the basis `b` makes `E` finite-dimensional. The definition omits the factor −1/2 of the mean force.

```lean
/-- The vector whose inner product with a displacement is meant to give the tadpole. -/
def tadpoleVector (b : OrthonormalBasis ι ℝ E) (Φ : Cubic E) (C : E →ₗ[ℝ] E) : E :=
  ∑ j, tadpole b Φ C (b j) • b j
```

This is t.

## The selection rule

```lean
/-- The tadpole does not depend on the orthonormal basis used to close the loop. -/
theorem tadpole_basis_indep (b : OrthonormalBasis ι ℝ E) (b' : OrthonormalBasis κ ℝ E)
    (Φ : Cubic E) (C : E →ₗ[ℝ] E) : tadpole b Φ C = tadpole b' Φ C := by
  refine LinearMap.ext fun v => ?_
  change ∑ i, Φ v (b i) (C (b i)) = ∑ j, Φ v (b' j) (C (b' j))
  calc ∑ i, Φ v (b i) (C (b i))
      = ∑ i, ∑ j, ⟪b' j, b i⟫_ℝ * Φ v (b' j) (C (b i)) := by
        -- expand the first loop leg in the new basis
        refine Finset.sum_congr rfl fun i _ => ?_
        have h := congrArg (fun x => Φ v x (C (b i))) (b'.sum_repr' (b i))
        simp only [map_sum, map_smul, LinearMap.sum_apply, LinearMap.smul_apply,
          smul_eq_mul] at h
        exact h.symm
    _ = ∑ j, ∑ i, ⟪b' j, b i⟫_ℝ * Φ v (b' j) (C (b i)) := Finset.sum_comm
    _ = ∑ j, Φ v (b' j) (C (b' j)) := by
        -- resum the old basis in the second loop leg
        refine Finset.sum_congr rfl fun j _ => ?_
        have h := congrArg (fun x => Φ v (b' j) (C x)) (b.sum_repr' (b' j))
        simp only [map_sum, map_smul, smul_eq_mul] at h
        refine Eq.trans (Finset.sum_congr rfl fun i _ => ?_) h
        rw [real_inner_comm]
```

The `calc` block is the change of basis above: `b'.sum_repr'` expands the middle argument, `Finset.sum_comm` exchanges the sums, and `b.sum_repr'` resums the last argument.

```lean
/-- For invariant force constants and covariance, symmetry-related displacements have the
same tadpole. -/
theorem tadpole_invariant (b : OrthonormalBasis ι ℝ E) {ρ : G →* (E ≃ₗᵢ[ℝ] E)}
    {Φ : Cubic E} {C : E →ₗ[ℝ] E} (hΦ : InvariantCubic ρ Φ) (hC : InvariantCov ρ C)
    (g : G) (v : E) : tadpole b Φ C (ρ g v) = tadpole b Φ C v := by
  calc tadpole b Φ C (ρ g v) = tadpole (b.map (ρ g)) Φ C (ρ g v) := by
        rw [tadpole_basis_indep b (b.map (ρ g))]
    _ = tadpole b Φ C v := by
        change ∑ i, Φ (ρ g v) (b.map (ρ g) i) (C (b.map (ρ g) i)) = ∑ i, Φ v (b i) (C (b i))
        refine Finset.sum_congr rfl fun i _ => ?_
        rw [OrthonormalBasis.map_apply, hC g (b i), hΦ g v (b i) (C (b i))]
```

The first step replaces `b` by its image `b.map (ρ g)`. The second moves g through C with `hC` and removes it from all three arguments with `hΦ`.

```lean
/-- The tadpole of a displacement is its inner product with the tadpole vector. -/
theorem inner_tadpoleVector (b : OrthonormalBasis ι ℝ E) (Φ : Cubic E) (C : E →ₗ[ℝ] E)
    (v : E) : ⟪tadpoleVector b Φ C, v⟫_ℝ = tadpole b Φ C v := by
  have h := congrArg (tadpole b Φ C) (b.sum_repr' v)
  rw [map_sum] at h
  rw [tadpoleVector, sum_inner, ← h]
  refine Finset.sum_congr rfl fun j _ => ?_
  rw [real_inner_smul_left, map_smul, smul_eq_mul, mul_comm]
```

Applying the tadpole to the expansion of `v` gives ⟨t, v⟩ = T(v).

```lean
/-- For invariant force constants and covariance, every symmetry operation leaves the
tadpole vector fixed. -/
theorem tadpoleVector_fixed (b : OrthonormalBasis ι ℝ E) {ρ : G →* (E ≃ₗᵢ[ℝ] E)}
    {Φ : Cubic E} {C : E →ₗ[ℝ] E} (hΦ : InvariantCubic ρ Φ) (hC : InvariantCov ρ C)
    (g : G) : ρ g (tadpoleVector b Φ C) = tadpoleVector b Φ C := by
  refine ext_inner_right ℝ fun v => ?_
  obtain ⟨w, rfl⟩ := (ρ g).surjective v
  rw [LinearIsometryEquiv.inner_map_map, inner_tadpoleVector, inner_tadpoleVector,
    tadpole_invariant b hΦ hC]
```

Two vectors with equal inner products against every `v` are equal. Surjectivity of `ρ g` lets the proof write `v` as `ρ g w`.

```lean
/-- Selection rule: for invariant force constants and covariance, the tadpole vanishes on
each displacement orthogonal to all symmetry-fixed vectors. -/
theorem tadpole_eq_zero_of_orthogonal (b : OrthonormalBasis ι ℝ E)
    {ρ : G →* (E ≃ₗᵢ[ℝ] E)} {Φ : Cubic E} {C : E →ₗ[ℝ] E}
    (hΦ : InvariantCubic ρ Φ) (hC : InvariantCov ρ C) {v : E}
    (hv : ∀ u, (∀ g, ρ g u = u) → ⟪u, v⟫_ℝ = 0) : tadpole b Φ C v = 0 := by
  rw [← inner_tadpoleVector]
  exact hv _ (tadpoleVector_fixed b hΦ hC)
```

The hypothesis `hv` is applied to the fixed vector t. Invariance under G enters through `hΦ` and `hC`; permutation symmetry of Φ and self-adjointness of C are not needed.

```lean
/-- For invariant force constants and covariance, a displacement reversed by some symmetry
operation has zero tadpole. -/
theorem tadpole_eq_zero_of_odd (b : OrthonormalBasis ι ℝ E) {ρ : G →* (E ≃ₗᵢ[ℝ] E)}
    {Φ : Cubic E} {C : E →ₗ[ℝ] E} (hΦ : InvariantCubic ρ Φ) (hC : InvariantCov ρ C)
    {g : G} {v : E} (hv : ρ g v = -v) : tadpole b Φ C v = 0 := by
  have h := tadpole_invariant b hΦ hC g v
  rw [hv, map_neg] at h
  linarith
```

A single operation that reverses `v` is enough, for example inversion acting on an odd displacement.

## The converse and its test form

```lean
/-- The cubic form `⟪u, x⟫ ⟪u, y⟫ ⟪u, z⟫`, an anharmonicity along the single direction `u`. -/
def cubicAlong (u : E) : Cubic E :=
  (innerₗ E u).smulRight ((innerₗ E u).smulRight (innerₗ E u))

/-- With the identity as covariance, the anharmonicity along `u` has tadpole
`⟪u, u⟫ ⟪u, v⟫`. -/
theorem tadpole_cubicAlong (b : OrthonormalBasis ι ℝ E) (u v : E) :
    tadpole b (cubicAlong u) LinearMap.id v = ⟪u, u⟫_ℝ * ⟪u, v⟫_ℝ := by
  change ∑ i, ⟪u, v⟫_ℝ * (⟪u, b i⟫_ℝ * ⟪u, b i⟫_ℝ) = _
  rw [← Finset.mul_sum, ← b.sum_inner_mul_inner u u, mul_comm]
  congr 1
  refine Finset.sum_congr rfl fun i _ => ?_
  rw [real_inner_comm u (b i)]
```

The sum ∑ᵢ ⟨u, bᵢ⟩² is recognised as ⟨u, u⟩ through `b.sum_inner_mul_inner`.

```lean
/-- The tadpole vanishes for all invariant, permutation-symmetric cubic force constants and
all invariant, symmetric, positive definite covariances exactly when the only
symmetry-fixed vector is zero. -/
theorem tadpole_vanishes_iff (b : OrthonormalBasis ι ℝ E) (ρ : G →* (E ≃ₗᵢ[ℝ] E)) :
    (∀ (Φ : Cubic E) (C : E →ₗ[ℝ] E), InvariantCubic ρ Φ →
      (∀ x y z, Φ x y z = Φ y x z ∧ Φ x y z = Φ x z y) → InvariantCov ρ C →
      C.IsSymmetric → (∀ x, x ≠ 0 → 0 < ⟪x, C x⟫_ℝ) → tadpole b Φ C = 0) ↔
    ∀ u, (∀ g, ρ g u = u) → u = 0 := by
  constructor
  · intro h u hu
    have hinv : ∀ g x, ⟪u, ρ g x⟫_ℝ = ⟪u, x⟫_ℝ := fun g x => by
      have h1 := (ρ g).inner_map_map u x
      rwa [hu g] at h1
    -- the anharmonicity along a fixed vector is an admissible test case
    have h0 := h (cubicAlong u) LinearMap.id
      (fun g x y z => by
        change ⟪u, ρ g x⟫_ℝ * (⟪u, ρ g y⟫_ℝ * ⟪u, ρ g z⟫_ℝ) =
          ⟪u, x⟫_ℝ * (⟪u, y⟫_ℝ * ⟪u, z⟫_ℝ)
        rw [hinv, hinv, hinv])
      (fun x y z => by
        change ⟪u, x⟫_ℝ * (⟪u, y⟫_ℝ * ⟪u, z⟫_ℝ) = ⟪u, y⟫_ℝ * (⟪u, x⟫_ℝ * ⟪u, z⟫_ℝ) ∧
          ⟪u, x⟫_ℝ * (⟪u, y⟫_ℝ * ⟪u, z⟫_ℝ) = ⟪u, x⟫_ℝ * (⟪u, z⟫_ℝ * ⟪u, y⟫_ℝ)
        constructor <;> ring)
      (fun _ _ => rfl) (fun _ _ => rfl) (fun x hx => real_inner_self_pos.2 hx)
    have h1 := tadpole_cubicAlong b u u
    rw [h0, LinearMap.zero_apply] at h1
    exact inner_self_eq_zero.1 (mul_self_eq_zero.1 h1.symm)
  · intro h Φ C hΦ _ hC _ _
    refine LinearMap.ext fun v => ?_
    exact tadpole_eq_zero_of_orthogonal b hΦ hC fun u hu => by rw [h u hu, inner_zero_left]
```

The two exchanges required of Φ generate all permutations of its arguments. From left to right, the proof checks that `cubicAlong u` and the identity are admissible and evaluates the tadpole at u. From right to left, it applies the selection rule. The force constants are not required to obey the acoustic sum rule. When u is a nonzero rigid translation, the test form violates that rule and does not describe a translation-invariant crystal.

## A nonzero cubic form without fixed vectors

```lean
/-- The rotations of the complex plane whose cube is the identity. -/
def threefold : (powMonoidHom 3 : Circle →* Circle).ker →* (ℂ ≃ₗᵢ[ℝ] ℂ) :=
  rotation.comp (Subgroup.subtype _)
```

The kernel of the cubing map on the unit circle is the group of three rotations.

```lean
/-- The cubic form `Re (x y z)` on the complex plane. -/
def trigonal : Cubic ℂ :=
  (LinearMap.mul ℝ ℂ).compr₂ ((LinearMap.mul ℝ ℂ).compr₂ Complex.reCLM.toLinearMap)

/-- The form `Re (x y z)` is nonzero and, like the identity covariance, invariant under the
threefold rotations, which fix only the zero vector. -/
theorem threefold_witness :
    InvariantCubic threefold trigonal ∧ InvariantCov threefold LinearMap.id ∧
      trigonal 1 1 1 = 1 ∧ ∀ u, (∀ g, threefold g u = u) → u = 0 := by
  refine ⟨fun g u v w => ?_, fun _ _ => rfl, ?_, fun u hu => ?_⟩
  · have h : (g.1 : Circle) ^ 3 = 1 := MonoidHom.mem_ker.1 g.2
    have h' : ((g.1 : Circle) : ℂ) ^ 3 = 1 := by
      rw [← Circle.coe_pow, h, Circle.coe_one]
    change (((g.1 : Circle) : ℂ) * u * (((g.1 : Circle) : ℂ) * v) *
      (((g.1 : Circle) : ℂ) * w)).re = (u * v * w).re
    congr 1
    linear_combination (u * v * w) * h'
  · change ((1 : ℂ) * 1 * 1).re = 1
    norm_num
  · -- a primitive cube root of unity moves every nonzero vector
    obtain ⟨ζ, hζ⟩ : ∃ ζ : ℂ, IsPrimitiveRoot ζ 3 :=
      ⟨_, Complex.isPrimitiveRoot_exp 3 (by norm_num)⟩
    have hn : ‖ζ‖ = 1 := by
      have h3 : ‖ζ‖ ^ 3 = 1 := by rw [← norm_pow, hζ.pow_eq_one, norm_one]
      exact (pow_eq_one_iff_of_nonneg (norm_nonneg ζ) (by norm_num)).1 h3
    obtain ⟨a, ha⟩ : ∃ a : Circle, (a : ℂ) = ζ :=
      ⟨⟨ζ, mem_sphere_zero_iff_norm.2 hn⟩, rfl⟩
    have hk : a ∈ (powMonoidHom 3 : Circle →* Circle).ker := by
      refine MonoidHom.mem_ker.2 (Circle.ext ?_)
      rw [powMonoidHom_apply, Circle.coe_pow, ha, hζ.pow_eq_one, Circle.coe_one]
    have h1 : (a : ℂ) * u = u := hu ⟨a, hk⟩
    rw [ha] at h1
    have h2 : (ζ - 1) * u = 0 := by linear_combination h1
    exact (mul_eq_zero.1 h2).resolve_left (sub_ne_zero.2 (hζ.ne_one (by norm_num)))

end

end TadpoleSelection
```

If ζ³ = 1, then Re(ζx·ζy·ζz) = Re(xyz), which is the first claim. For the last, a primitive cube root ζ is shown to lie on the circle; ζu = u then gives (ζ − 1)u = 0, and ζ ≠ 1 leaves u = 0. The selection rule thus applies to a cubic form that is itself nonzero.

```lean
#print axioms TadpoleSelection.tadpole_eq_zero_of_orthogonal
-- 'TadpoleSelection.tadpole_eq_zero_of_orthogonal' depends on axioms: [propext, Classical.choice, Quot.sound]
#print axioms TadpoleSelection.tadpole_eq_zero_of_odd
-- 'TadpoleSelection.tadpole_eq_zero_of_odd' depends on axioms: [propext, Classical.choice, Quot.sound]
#print axioms TadpoleSelection.tadpole_vanishes_iff
-- 'TadpoleSelection.tadpole_vanishes_iff' depends on axioms: [propext, Classical.choice, Quot.sound]
```
